# Entropy at most 2 log 2 does not bound the number of kept Schmidt levels by a power of 1/ε

If I choose the bond dimension of a matrix-product state from the entanglement entropy alone, I can miss my error target badly. Suppose the entropy $S$ across a cut is about 1.02 nats. Then $e^S\approx 2.8$, so I keep the three largest Schmidt levels. I allowed a discarded weight of 0.05, yet I may still lose almost 0.10. How can so little entropy hide so much weight? Shouldn't a fixed bound on the entropy at least ensure that the number of levels needed for error $\varepsilon$ grows no faster than some power of $1/\varepsilon$?

## A light, flat tail can hold exponentially many levels

It does not. Entropy weighs the logarithm of the number of levels in the tail by the tail's total weight. A tail of weight $1/L$ can therefore contain $2^L$ levels and add only a bounded amount of entropy.

For an integer $L\ge 2$, take one Schmidt weight $1-1/L$ and $2^L$ equal weights
$$w=\frac{1}{2^L L}.$$
Here $L$ is a parameter of the spectrum, not the length of a chain. The tail has total weight $2^L w=1/L$, so the weights sum to one. Since $-\log w=L\log 2+\log L$, the tail contributes
$$-2^L w\log w=\frac{1}{L}\,(L\log 2+\log L)=\log 2+\frac{1}{L}\log L$$
to the entropy. Adding the dominant level gives
$$S=\log 2+h(1/L),\qquad h(x)=-x\log x-(1-x)\log(1-x).$$
The binary entropy $h$ is at most $\log 2$, hence $S\le 2\log 2$.

Now allow a discarded weight of at most $1/(2L)$. The dominant level must be kept, because $1-1/L\ge 1/2>1/4\ge 1/(2L)$. If $k$ levels are kept in all, $2^L+1-k$ tail levels are dropped, and
$$(2^L+1-k)\,w\le\frac{1}{2L}=2^{L-1}w .$$
So $k\ge 2^{L-1}+1$, and keeping exactly that many levels, the dominant one included, discards exactly $1/(2L)$.

With $\varepsilon=1/(2L)$, a bound $C(1/\varepsilon)^m$ would require $2^{L-1}<C(2L)^m$ for every $L\ge2$. This fails for large $L$, whatever the constants $C$ and $m$.

A matrix-product calculation can truncate by discarded weight after the singular value decomposition at a bond: square the Schmidt coefficients of the normalised state, sort the squares, and drop the smallest while their sum stays within the tolerance. Your numbers fit $L=10$: one weight 0.9 and 1024 weights of about $9.8\times10^{-5}$. Three levels leave out about 0.0998; reaching 0.05 takes 513.

The smallest case, $L=2$, has weights $1/2,1/8,1/8,1/8,1/8$ and entropy exactly $2\log2$. To discard at most $1/4$, at least three levels must be kept. At $L=1$ the strict count fails: the weights are $0,1/2,1/2$, and one level suffices for tolerance $1/2$.

In the Lean code, a spectrum is a real function `p` on a finite type of levels. Its values are Schmidt weights, the squares of the Schmidt coefficients. `entropy` uses natural logarithms, with `Real.negMulLog x` standing for $-x\log x$. A truncation is any finite set `K` of kept levels, not necessarily the largest ones, and `discardedWeight` sums `p` over the complement of `K`. The example `spikeWeight L` lives on `Option (Fin (2 ^ L))`, where `none`, despite its name, is the dominant level and each `some j` is a tail level.

There are three main statements:

- `bounded_entropy_exponential_rank`: for each $L\ge2$, the entropy is at most $2\log2$, and every `K` that discards at most $1/(2L)$ has more than $2^{L-1}$ elements.
- `exists_optimal_truncation`: some `K` with $2^{L-1}+1$ elements discards exactly $1/(2L)$. This holds for $L\ge1$, though the count is minimal only from $L=2$ on.
- `no_polynomial_truncation_bound`: no single pair of a real `C` and a natural number `m` works for all nonnegative, normalised finite spectra with entropy at most $2\log2$ and all $0<\varepsilon<1$.

In the last statement the spectrum may change with $\varepsilon$; a single finite spectrum never needs more than its own number of levels. The step left to the reader is to identify `p` with the squared Schmidt coefficients of a bipartite pure state, such as $\sum_i\sqrt{p_i}\,|i\rangle|i\rangle$. No Hamiltonian enters, so the result concerns spectra at one cut of a finite system and does not say that ground states of local models behave this way.

```lean
import Mathlib

open Finset

namespace BoundedEntropyTruncation

noncomputable section

/-- The von Neumann entropy (in nats) of a finite Schmidt spectrum `p`,
the sum of `-p log p` over all levels. -/
def entropy {ι : Type} [Fintype ι] (p : ι → ℝ) : ℝ :=
  ∑ i, Real.negMulLog (p i)

/-- The total weight lost when only the Schmidt levels in `K` are kept. -/
def discardedWeight {ι : Type} [Fintype ι] [DecidableEq ι] (p : ι → ℝ) (K : Finset ι) : ℝ :=
  ∑ i ∈ Kᶜ, p i

/-- For `L ≥ 1`, the spectrum with one level `none` of weight `1 - 1/L` (dominant when `L ≥ 2`) and
a flat tail of `2^L` levels of weight `2^(-L)/L` each. -/
def spikeWeight (L : ℕ) : Option (Fin (2 ^ L)) → ℝ
  | none => 1 - 1 / (L : ℝ)
  | some _ => 1 / ((2 : ℝ) ^ L * L)

/-- For `L ≥ 1` all the Schmidt weights are nonnegative. -/
theorem spikeWeight_nonneg {L : ℕ} (hL : 1 ≤ L) (i : Option (Fin (2 ^ L))) :
    0 ≤ spikeWeight L i := by
  have h1 : (1 : ℝ) ≤ L := by exact_mod_cast hL
  have h0 : (0 : ℝ) < L := by linarith
  cases i with
  | none =>
    have h : 1 / (L : ℝ) ≤ 1 := (div_le_one h0).mpr h1
    change 0 ≤ 1 - 1 / (L : ℝ)
    linarith
  | some j =>
    change 0 ≤ 1 / ((2 : ℝ) ^ L * L)
    positivity

/-- For `L ≥ 1` the Schmidt weights sum to one. -/
theorem spikeWeight_sum {L : ℕ} (hL : 1 ≤ L) : ∑ i, spikeWeight L i = 1 := by
  have h0 : (L : ℝ) ≠ 0 := by exact_mod_cast (by omega : L ≠ 0)
  have h : (2 : ℝ) ^ L * (1 / ((2 : ℝ) ^ L * L)) = 1 / L := by field_simp
  rw [Fintype.sum_option]
  simp only [spikeWeight, sum_const, card_univ, Fintype.card_fin, nsmul_eq_mul]
  push_cast
  linarith

/-- For `L ≥ 1` the entropy of the spectrum is `log 2` plus the binary entropy of `1/L`. -/
theorem entropy_spikeWeight {L : ℕ} (hL : 1 ≤ L) :
    entropy (spikeWeight L) = Real.log 2 + Real.binEntropy (1 / (L : ℝ)) := by
  have h0 : (L : ℝ) ≠ 0 := by exact_mod_cast (by omega : L ≠ 0)
  have h : (2 : ℝ) ^ L * (1 / ((2 : ℝ) ^ L * L)) = 1 / L := by field_simp
  have h' : 1 / (L : ℝ) * L = 1 := by field_simp
  have hlog : Real.log (1 / ((2 : ℝ) ^ L * L)) = -(L * Real.log 2 + Real.log L) := by
    rw [one_div, Real.log_inv, Real.log_mul (pow_ne_zero _ two_ne_zero) h0, Real.log_pow]
  have hlog' : Real.log (1 / (L : ℝ)) = -Real.log L := by rw [one_div, Real.log_inv]
  -- the flat tail contributes `log 2` and one of the two terms of the binary entropy
  have htail : (2 : ℝ) ^ L * Real.negMulLog (1 / ((2 : ℝ) ^ L * L))
      = Real.log 2 + Real.negMulLog (1 / (L : ℝ)) := by
    simp only [Real.negMulLog, hlog, hlog']
    linear_combination (L * Real.log 2 + Real.log L) * h + Real.log 2 * h'
  rw [entropy, Fintype.sum_option, Real.binEntropy_eq_negMulLog_add_negMulLog_one_sub]
  simp only [spikeWeight, sum_const, card_univ, Fintype.card_fin, nsmul_eq_mul]
  push_cast
  linarith

/-- If the level `none` is kept, the discarded weight is the number of discarded levels times the
weight `2^(-L)/L` of a single tail level. -/
theorem discardedWeight_of_dominant_kept {L : ℕ} {K : Finset (Option (Fin (2 ^ L)))}
    (hK : none ∈ K) :
    discardedWeight (spikeWeight L) K
      = ((2 : ℝ) ^ L + 1 - K.card) * (1 / ((2 : ℝ) ^ L * L)) := by
  have hs : ∑ i ∈ Kᶜ, spikeWeight L i = ∑ _i ∈ Kᶜ, 1 / ((2 : ℝ) ^ L * L) := by
    refine sum_congr rfl fun i hi => ?_
    cases i with
    | none => exact absurd hK (mem_compl.mp hi)
    | some j => rfl
  have hc : (K.card : ℝ) + (Kᶜ.card : ℝ) = 2 ^ L + 1 := by
    have h := card_add_card_compl K
    rw [Fintype.card_option, Fintype.card_fin] at h
    exact_mod_cast h
  rw [discardedWeight, hs, sum_const, nsmul_eq_mul,
    show (Kᶜ.card : ℝ) = 2 ^ L + 1 - K.card by linarith]

/-- For `L ≥ 1`, half of the tail levels together carry the weight `1/(2L)`. -/
theorem half_tail_weight {L : ℕ} (hL : 1 ≤ L) :
    1 / (2 * (L : ℝ)) = (2 : ℝ) ^ (L - 1) * (1 / ((2 : ℝ) ^ L * L)) := by
  have h0 : (L : ℝ) ≠ 0 := by exact_mod_cast (by omega : L ≠ 0)
  have hpow : (2 : ℝ) ^ L = 2 * 2 ^ (L - 1) := by
    rw [← pow_succ', Nat.sub_add_cancel hL]
  rw [hpow]
  field_simp

/-- For every `L ≥ 2` the spectrum has entropy at most `2 log 2`, yet any truncation that
discards total weight at most `1/(2L)` keeps more than `2^(L-1)` levels. -/
theorem bounded_entropy_exponential_rank {L : ℕ} (hL : 2 ≤ L) :
    entropy (spikeWeight L) ≤ 2 * Real.log 2 ∧
      ∀ K : Finset (Option (Fin (2 ^ L))),
        discardedWeight (spikeWeight L) K ≤ 1 / (2 * (L : ℝ)) → 2 ^ (L - 1) < K.card := by
  have hL1 : 1 ≤ L := by omega
  have h2 : (2 : ℝ) ≤ L := by exact_mod_cast hL
  have h0 : (0 : ℝ) < L := by linarith
  constructor
  · rw [entropy_spikeWeight hL1]
    linarith [Real.binEntropy_le_log_two (p := 1 / (L : ℝ))]
  · intro K hK
    -- the dominant level alone exceeds the tolerance, so it is kept
    have hnone : none ∈ K := by
      by_contra hn
      have h1 : spikeWeight L none ≤ discardedWeight (spikeWeight L) K :=
        single_le_sum (f := spikeWeight L) (fun i _ => spikeWeight_nonneg hL1 i)
          (mem_compl.mpr hn)
      have h3 : 1 - 1 / (L : ℝ) ≤ 1 / (2 * (L : ℝ)) := le_trans h1 hK
      have h4 : 1 / (L : ℝ) ≤ 1 / 2 := one_div_le_one_div_of_le two_pos h2
      have h5 : 1 / (2 * (L : ℝ)) = 1 / (L : ℝ) / 2 := by field_simp
      linarith
    -- at most half of the tail can be dropped
    rw [discardedWeight_of_dominant_kept hnone, half_tail_weight hL1] at hK
    have h6 := le_of_mul_le_mul_right hK (by positivity)
    have hpow : (2 : ℝ) ^ L = 2 * 2 ^ (L - 1) := by
      rw [← pow_succ', Nat.sub_add_cancel hL1]
    have h7 : (2 : ℝ) ^ (L - 1) < K.card := by linarith
    exact_mod_cast h7

/-- For `L ≥ 1` some truncation to `2^(L-1) + 1` levels discards exactly the weight `1/(2L)`. -/
theorem exists_optimal_truncation {L : ℕ} (hL : 1 ≤ L) :
    ∃ K : Finset (Option (Fin (2 ^ L))), K.card = 2 ^ (L - 1) + 1 ∧
      discardedWeight (spikeWeight L) K = 1 / (2 * (L : ℝ)) := by
  have hle : 2 ^ (L - 1) ≤ 2 ^ L := Nat.pow_le_pow_right (by norm_num) (by omega)
  obtain ⟨K, hK, -, hcard⟩ := exists_subsuperset_card_eq
    (subset_univ ({none} : Finset (Option (Fin (2 ^ L))))) (n := 2 ^ (L - 1) + 1)
    (by rw [card_singleton]; exact Nat.le_add_left 1 _)
    (by rw [card_univ, Fintype.card_option, Fintype.card_fin]; omega)
  refine ⟨K, hcard, ?_⟩
  have hpow : (2 : ℝ) ^ L = 2 * 2 ^ (L - 1) := by
    rw [← pow_succ', Nat.sub_add_cancel hL]
  have hc : (K.card : ℝ) = 2 ^ (L - 1) + 1 := by exact_mod_cast hcard
  rw [discardedWeight_of_dominant_kept (hK (mem_singleton_self none)), half_tail_weight hL,
    show (2 : ℝ) ^ L + 1 - K.card = 2 ^ (L - 1) by linarith]

/-- No bound `C (1/ε)^m` on the number of kept levels suffices to reach discarded weight `ε`
for all `0 < ε < 1` and all normalised finite spectra of entropy at most `2 log 2`. -/
theorem no_polynomial_truncation_bound :
    ¬ ∃ (C : ℝ) (m : ℕ), ∀ (ι : Type) [Fintype ι] [DecidableEq ι] (p : ι → ℝ),
      (∀ i, 0 ≤ p i) → ∑ i, p i = 1 → entropy p ≤ 2 * Real.log 2 →
        ∀ ε : ℝ, 0 < ε → ε < 1 →
          ∃ K : Finset ι, discardedWeight p K ≤ ε ∧ (K.card : ℝ) ≤ C * (1 / ε) ^ m := by
  rintro ⟨C, m, h⟩
  -- choose `L` so large that `2^L` beats the proposed polynomial
  have ht := tendsto_pow_const_div_const_pow_of_one_lt m (one_lt_two : (1 : ℝ) < 2)
  have hδ : 0 < 1 / ((2 : ℝ) ^ (m + 1) * (|C| + 1)) := by positivity
  obtain ⟨L, hlt, hL⟩ :=
    ((ht.eventually_lt_const hδ).and (Filter.eventually_ge_atTop 2)).exists
  rw [div_lt_div_iff₀ (by positivity) (by positivity), pow_succ] at hlt
  have hL1 : 1 ≤ L := by omega
  have h2 : (2 : ℝ) ≤ L := by exact_mod_cast hL
  have h0 : (0 : ℝ) < 2 * L := by linarith
  obtain ⟨hent, hrank⟩ := bounded_entropy_exponential_rank hL
  obtain ⟨K, hK, hcard⟩ := h _ (spikeWeight L) (spikeWeight_nonneg hL1) (spikeWeight_sum hL1)
    hent (1 / (2 * (L : ℝ))) (one_div_pos.mpr h0) ((div_lt_one h0).mpr (by linarith))
  have hbig : (2 : ℝ) ^ (L - 1) < K.card := by exact_mod_cast hrank K hK
  have hpow : (2 : ℝ) ^ L = 2 * 2 ^ (L - 1) := by
    rw [← pow_succ', Nat.sub_add_cancel hL1]
  rw [one_div_one_div, mul_pow] at hcard
  have hC : C * ((2 : ℝ) ^ m * (L : ℝ) ^ m) ≤ (|C| + 1) * ((2 : ℝ) ^ m * (L : ℝ) ^ m) :=
    mul_le_mul_of_nonneg_right (by linarith [le_abs_self C]) (by positivity)
  rw [hpow] at hlt
  linarith

end

end BoundedEntropyTruncation
```

```lean
#print axioms BoundedEntropyTruncation.exists_optimal_truncation
-- 'BoundedEntropyTruncation.exists_optimal_truncation' depends on axioms: [propext, Classical.choice, Quot.sound]
#print axioms BoundedEntropyTruncation.no_polynomial_truncation_bound
-- 'BoundedEntropyTruncation.no_polynomial_truncation_bound' depends on axioms: [propext, Classical.choice, Quot.sound]
```

The proof follows the calculation above. `spikeWeight_nonneg` and `spikeWeight_sum` establish that the weights form a probability distribution. In `entropy_spikeWeight`, `Fintype.sum_option` separates the dominant level from the tail, `hlog` expands $\log w$, and `htail` is the displayed tail contribution.

`discardedWeight_of_dominant_kept` observes that once `none` is kept, every discarded level has weight $w$, and then counts the complement. `half_tail_weight` is the identity $1/(2L)=2^{L-1}w$.

In `bounded_entropy_exponential_rank`, the entropy bound comes from `Real.binEntropy_le_log_two`. For the count, suppose `none` were dropped: `single_le_sum` says that the discarded weight is at least $1-1/L$, which contradicts the tolerance. With `none` kept, the two preceding lemmas turn the tolerance into an inequality between multiples of $w$. Cancelling $w$ by `le_of_mul_le_mul_right` leaves $2^L+1-k\le2^{L-1}$.

For `exists_optimal_truncation`, `exists_subsuperset_card_eq` enlarges the set containing only `none` to the required size, and the same two lemmas evaluate its discarded weight.

The last theorem assumes that `C` and `m` exist. Since $L^m/2^L\to0$, there is an $L\ge2$ with
$$(|C|+1)(2L)^m<2^{L-1}.$$
Applying the assumed bound to `spikeWeight L` at $\varepsilon=1/(2L)$ gives a set `K` with at most $C(2L)^m$ levels, while `bounded_entropy_exponential_rank` requires more than $2^{L-1}$. Replacing $C$ by $|C|+1$ covers negative and zero values of `C` as well.
